# The derivative of the grand potential with respect to the external potential, at fixed chemical potential, is the density

The energy E(N, v) is here any differentiable real function of a real particle number N and an external potential v, where v ranges over a real normed space. A particle number N(μ, v) is given that is differentiable in v and at which ∂E/∂N equals μ, and the grand potential is Ω(μ, v) = E(N(μ, v), v) − μN(μ, v). The theorem `grandPotential_deriv_v` states that the Fréchet derivative of Ω in v at fixed μ is the density, that is, the derivative of E in v at fixed particle number, taken at N(μ, v). The attempt differentiates E(N(μ, v), v) by the chain rule, subtracts the derivative of μN(μ, v), and uses ∂E/∂N = μ to cancel the terms that come from the change of N with v.

The first attempt, which Lean rejects:

```lean
import Mathlib

namespace GrandPotentialDerivV

noncomputable section

variable {V : Type*} [NormedAddCommGroup V] [NormedSpace ℝ V]
  {E : ℝ × V → ℝ} {N : ℝ → V → ℝ}

/-- The chemical potential: the derivative of the energy `E(N, v)` with respect to the
particle number at fixed external potential. -/
def chemicalPotential (E : ℝ × V → ℝ) (x : ℝ × V) : ℝ := fderiv ℝ E x (1, 0)

/-- The density: the derivative of the energy `E(N, v)` with respect to the external
potential at fixed particle number, as a linear functional of the change of potential. -/
def density (E : ℝ × V → ℝ) (x : ℝ × V) : V →L[ℝ] ℝ :=
  (fderiv ℝ E x).comp (ContinuousLinearMap.inr ℝ ℝ V)

/-- The grand potential `Ω(μ, v) = E(N(μ, v), v) - μ N(μ, v)`. -/
def grandPotential (E : ℝ × V → ℝ) (N : ℝ → V → ℝ) (μ : ℝ) (v : V) : ℝ :=
  E (N μ v, v) - μ * N μ v

/-- A linear response to a joint change of particle number and potential is the sum of
the two separate responses. -/
theorem apply_pair (L : ℝ × V →L[ℝ] ℝ) (a : ℝ) (w : V) :
    L (a, w) = a * L (1, 0) + L (0, w) := by
  have h : ((a, w) : ℝ × V) = a • ((1, 0) : ℝ × V) + (0, w) := by simp
  rw [h, map_add, map_smul, smul_eq_mul]

/-- If `E` is differentiable, `N(μ, v)` is differentiable in `v`, and the chemical potential
at `N(μ, v)` is `μ`, then `∂Ω/∂v` is the density at particle number `N(μ, v)`. -/
theorem grandPotential_deriv_v (hE : Differentiable ℝ E)
    (hNv : ∀ μ, Differentiable ℝ (N μ))
    (hs : ∀ μ v, chemicalPotential E (N μ v, v) = μ) (μ : ℝ) (v : V) :
    HasFDerivAt (fun u => grandPotential E N μ u) (density E (N μ v, v)) v := by
  have hN := (hNv μ v).hasFDerivAt
  have h := (hE (N μ v, v)).hasFDerivAt.comp v (hN.prodMk (hasFDerivAt_id v))
  refine (h.sub (hN.const_mul μ)).congr_fderiv ?_
  ext w
  change fderiv ℝ E (N μ v, v) (fderiv ℝ (N μ) v w, w) - μ * fderiv ℝ (N μ) v w
    = fderiv ℝ E (N μ v, v) (0, w)
  have hs' : fderiv ℝ E (N μ v, v) (1, 0) = μ := hs μ v
  linear_combination apply_pair (fderiv ℝ E (N μ v, v)) (fderiv ℝ (N μ) v w) w
    + fderiv ℝ (N μ) v w * hs'

end

end GrandPotentialDerivV
```

Messages:

```
Main.lean:37:47: error: Application type mismatch: The argument
  HasFDerivAt.prodMk hN (hasFDerivAt_id v)
has type
  HasFDerivAt (fun x => (N μ x, id x)) ((fderiv ℝ (N μ) v).prod (ContinuousLinearMap.id ℝ V)) v
but is expected to have type
  HasFDerivAt (Prod.mk (N μ v)) ?m.90 v
in the application
  HasFDerivAt.comp v (DifferentiableAt.hasFDerivAt (hE (N μ v, v))) (HasFDerivAt.prodMk hN (hasFDerivAt_id v))
Main.lean:35:78: error: unsolved goals
V : Type u_1
inst✝¹ : NormedAddCommGroup V
inst✝ : NormedSpace ℝ V
E : ℝ × V → ℝ
N : ℝ → V → ℝ
hE : Differentiable ℝ E
hNv : ∀ (μ : ℝ), Differentiable ℝ (N μ)
hs : ∀ (μ : ℝ) (v : V), chemicalPotential E (N μ v, v) = μ
μ : ℝ
v : V
hN : HasFDerivAt (N μ) (fderiv ℝ (N μ) v) v
⊢ HasFDerivAt (fun u => grandPotential E N μ u) (density E (N μ v, v)) v
```

Cause. The first message says that `HasFDerivAt.comp` expected a derivative of `Prod.mk (N μ v)` and was given one of `fun x => (N μ x, id x)`. The lemma needs an inner function whose value at `v` is the point `(N μ v, v)`, where `E` is differentiated. Lean had to find that function from its value alone. It read the pair as `Prod.mk (N μ v)` applied to `v`, and so took the function that holds the particle number fixed and varies only the potential. The derivative supplied, in which both vary, then did not fit.

The repair states the type of `h`, with the inner function written out as `fun u => (N μ u, u)`, and calls the lemma as `HasFDerivAt.comp v …` instead of by dot notation. Both changes matter. In the dot notation the derivative of `E` is already elaborated, and Lean matches its type with the lemma's hypothesis before it uses the stated type of `h`, so it would make the same wrong choice again. In the new form Lean first matches the lemma's conclusion with the stated type, which fixes the inner function, and only then elaborates the derivative of `E`.

The second message, "unsolved goals", only follows from the first: the proof stopped at `h`, and the theorem's goal was left open.

The repair, with which the file compiles:

```diff
@@ -35,5 +35,8 @@
     HasFDerivAt (fun u => grandPotential E N μ u) (density E (N μ v, v)) v := by
   have hN := (hNv μ v).hasFDerivAt
-  have h := (hE (N μ v, v)).hasFDerivAt.comp v (hN.prodMk (hasFDerivAt_id v))
+  have h : HasFDerivAt (E ∘ fun u => (N μ u, u))
+      ((fderiv ℝ E (N μ v, v)).comp
+        ((fderiv ℝ (N μ) v).prod (ContinuousLinearMap.id ℝ V))) v :=
+    HasFDerivAt.comp v (hE (N μ v, v)).hasFDerivAt (hN.prodMk (hasFDerivAt_id v))
   refine (h.sub (hN.const_mul μ)).congr_fderiv ?_
   ext w
```
